# Undoing the phaseless projection on surviving paths gives the exact weighted sum minus the killed paths' contribution

A path is treated here as a complete record of its steps, including any steps after the phaseless constraint of auxiliary-field quantum Monte Carlo has reduced its weight to zero. In a simulation a walker with zero weight is usually removed, and its later steps are never generated. The full record is needed because the exact complex weight of a killed path has to be defined before one can say what its removal takes away from a sum. The paths form a finite family with given step factors, and nothing is sampled.

## Surviving and killed paths

Let $s$ be a finite set of steps. Path $p$ has at step $k$ the complex importance factor

$$I_{pk} = r_{pk}\,e^{i\theta_{pk}},\qquad r_{pk}>0,$$

with modulus $r_{pk}$ and real phase $\theta_{pk}$. The form of the phaseless constraint studied here projects with the phase of this same factor and replaces it by the real number $r_{pk}\max(0,\cos\theta_{pk})$. The exact weight $W_p$ and the phaseless weight $w_p$ are the products

$$W_p=\prod_{k\in s} r_{pk}\,e^{i\theta_{pk}},\qquad w_p=\prod_{k\in s} r_{pk}\max(0,\cos\theta_{pk}).$$

If $\cos\theta_{pk}\le 0$ at some step, that factor of $w_p$ is zero and so is the product. If every cosine is positive, every factor is positive and $w_p>0$. A path therefore either survives, with $w_p>0$ and all cosines positive, or is killed, with $w_p=0$.

For a surviving path define the restoring factor

$$R_p=\prod_{k\in s}\frac{e^{i\theta_{pk}}}{\cos\theta_{pk}}.$$

Since $\max(0,\cos\theta_{pk})=\cos\theta_{pk}$ on such a path, the cosines cancel step by step:

$$w_pR_p=\prod_{k\in s} r_{pk}\cos\theta_{pk}\,\frac{e^{i\theta_{pk}}}{\cos\theta_{pk}}=W_p .$$

If only the steps in a segment $B\subseteq s$ are restored, the same cancellation takes place on $B$, while the factors on $s\setminus B$ stay as they are. The result is the exact weight of the segment times the phaseless weight of the other steps.

## The missing contribution

Let $O_p$ be any complex number attached to path $p$, such as the value of an observable evaluated along it. Splitting the exact sum into surviving and killed paths gives

$$\sum_p W_pO_p=\sum_{w_p>0}W_pO_p+\sum_{w_p=0}W_pO_p .$$

In the first sum on the right $W_p=w_pR_p$, and hence

$$\sum_{w_p>0}w_pR_pO_p=\sum_pW_pO_p-\sum_{w_p=0}W_pO_p .$$

For a particular choice of the numbers $O_p$ the last sum may happen to vanish. It vanishes for every choice only if no path is killed. To see this, suppose that path $p$ is killed, and choose the function that is one on $p$ and zero on every other path. The restored sum is then zero, while the exact sum is $W_p$. This is not zero, because $|W_p|=\prod_{k\in s} r_{pk}>0$. Such a function need not come from a quantum-mechanical operator. For operators alone the killed contributions can cancel, for example when the only two killed paths have opposite exact weights and the same value of every operator.

In auxiliary-field quantum Monte Carlo with this form of the constraint, the identity describes what phase restoration along back-propagated paths can recover, for a finite family of paths with prescribed step factors: the phases and cosine projections of the survivors are repaired, and the contribution of the killed paths remains absent.

## The size of the restoring factor

Each exponential has modulus one, so on a surviving path

$$|R_p|=\prod_{k\in s}\frac1{\cos\theta_{pk}} .$$

Every cosine lies in $(0,1]$, so their product is at most one and $|R_p|\ge1$. If $|R_p|=1$, the product of the cosines equals one. Single out one step $k$. The product of the remaining cosines is at most one, so $1\le\cos\theta_{pk}$, and therefore $\cos\theta_{pk}=1$. Conversely, if every cosine is one, the product is one. Equality thus means that every phase is a multiple of $2\pi$, in which case the step factors were real and positive from the start.

## Weights and sums in Lean

The type `ι` labels paths and the type `κ` labels steps. Steps carry no order, since only products over them occur.

```lean
import Mathlib

open Finset

namespace PhaselessPathRestoration

noncomputable section

variable {ι κ : Type*}
```

The first definition is $I_{pk}$ for a single step. Modulus and phase are separate real arguments, and the phase is not confined to a principal interval. Positivity of the modulus is not built in; the theorems that need it assume it.

```lean
/-- The complex importance factor of one step, with modulus `r` (for `r > 0`) and phase `θ`. -/
def stepFactor (r θ : ℝ) : ℂ := (r : ℂ) * Complex.exp ((θ : ℂ) * Complex.I)
```

The phaseless factor uses the cosine of the phase of this same complex factor. An implementation that projects with a different phase, such as that of the overlap ratio alone, is not described by these definitions.

```lean
/-- The phaseless factor of one step: the modulus times the cosine of the phase, cut off at zero. -/
def phaselessFactor (r θ : ℝ) : ℝ := r * max 0 (Real.cos θ)
```

The two weights are products over a finite set `s`, for one path at a time. Here `r` and `θ` are functions of the step only. An empty set of steps gives both weights the value one, so such a path survives.

```lean
/-- The exact complex weight that a path collects over the steps in `s`. -/
def exactWeight (s : Finset κ) (r θ : κ → ℝ) : ℂ := ∏ k ∈ s, stepFactor (r k) (θ k)

/-- The real weight that a path collects over the steps in `s` under the phaseless constraint. -/
def phaselessWeight (s : Finset κ) (r θ : κ → ℝ) : ℝ := ∏ k ∈ s, phaselessFactor (r k) (θ k)
```

The restoring factor depends on the phases alone. It takes the set of steps as an argument, which allows it to be applied to a segment as well as to the whole path.

```lean
/-- The product, over the steps in `s`, of the phase exponential divided by the cosine of the phase.
-/
def restoringFactor (s : Finset κ) (θ : κ → ℝ) : ℂ :=
  ∏ k ∈ s, Complex.exp ((θ k : ℂ) * Complex.I) / ((Real.cos (θ k) : ℝ) : ℂ)
```

For the sum over paths, `r` and `θ` become functions of path and step, so `r p k` is $r_{pk}$. The condition after `with` selects the survivors, and no cosine in a denominator is zero for them. The observable `O` is an arbitrary complex function on paths, and a probability for each path can be absorbed into it.

```lean
/-- The sum of a path observable `O` over the surviving paths, each with its phaseless weight
times its restoring factor. -/
def restoredSum [Fintype ι] (s : Finset κ) (r θ : ι → κ → ℝ) (O : ι → ℂ) : ℂ :=
  ∑ p with 0 < phaselessWeight s (r p) (θ p),
    (phaselessWeight s (r p) (θ p) : ℂ) * restoringFactor s (θ p) * O p
```

## One path at a time

The first theorem translates survival into a condition on the cosines. In the forward direction, a non-positive cosine makes the maximum zero, and `Finset.prod_eq_zero` carries this zero to the whole product, contradicting positivity. In the other direction the weight is a product of positive factors.

```lean
/-- If all moduli are positive, the phaseless weight is positive exactly when the cosine is positive
at every step. -/
theorem survives_iff {s : Finset κ} {r θ : κ → ℝ} (hr : ∀ k ∈ s, 0 < r k) :
    0 < phaselessWeight s r θ ↔ ∀ k ∈ s, 0 < Real.cos (θ k) := by
  constructor
  · intro h k hk
    by_contra hc
    -- a single step with non-positive cosine kills the whole product
    have h0 : phaselessWeight s r θ = 0 :=
      Finset.prod_eq_zero hk (by rw [phaselessFactor, max_eq_left (not_lt.mp hc), mul_zero])
    exact h.ne' h0
  · intro h
    exact Finset.prod_pos fun k hk => mul_pos (hr k hk) (lt_max_of_lt_right (h k hk))
```

The next theorem is $w_pR_p=W_p$. After the real product has been moved into the complex numbers, `Finset.prod_mul_distrib` merges the two products into one, and `Finset.prod_congr` reduces the claim to a single step. There the maximum is replaced by the cosine, and `field_simp` cancels it using `h`, which says that it is not zero. The moduli pass through unchanged, so no condition on `r` is needed.

```lean
/-- If all cosines are positive, the phaseless weight times the restoring factor is the exact
complex weight of the path. -/
theorem restored_weight {s : Finset κ} (r : κ → ℝ) {θ : κ → ℝ}
    (hc : ∀ k ∈ s, 0 < Real.cos (θ k)) :
    (phaselessWeight s r θ : ℂ) * restoringFactor s θ = exactWeight s r θ := by
  unfold phaselessWeight restoringFactor exactWeight
  rw [Complex.ofReal_prod, ← Finset.prod_mul_distrib]
  refine Finset.prod_congr rfl fun k hk => ?_
  have h : ((Real.cos (θ k) : ℝ) : ℂ) ≠ 0 := Complex.ofReal_ne_zero.mpr (hc k hk).ne'
  rw [phaselessFactor, stepFactor, max_eq_right (hc k hk).le, Complex.ofReal_mul]
  field_simp
```

For a segment `B` the proof splits the phaseless weight into its parts on `s \ B` and on `B`, then applies the preceding theorem to the second part. The cosines need to be positive only on `B`. If the path is killed at a step outside the segment, both sides are zero. The theorem applies to back propagation when phases are restored over a final stretch of the path only: the earlier steps keep their phaseless factors, so the restored weight is in general not the exact weight of the whole path.

```lean
/-- Restoring only the steps in a segment `B` of the path gives exact complex factors on `B`
and leaves phaseless factors on the other steps. -/
theorem partial_restoration [DecidableEq κ] {s B : Finset κ} (hB : B ⊆ s) (r : κ → ℝ)
    {θ : κ → ℝ} (hc : ∀ k ∈ B, 0 < Real.cos (θ k)) :
    (phaselessWeight s r θ : ℂ) * restoringFactor B θ
      = exactWeight B r θ * (phaselessWeight (s \ B) r θ : ℂ) := by
  have hsplit : phaselessWeight s r θ = phaselessWeight (s \ B) r θ * phaselessWeight B r θ :=
    (Finset.prod_sdiff hB).symm
  rw [hsplit, Complex.ofReal_mul, mul_assoc, restored_weight r hc, mul_comm]
```

## The sum over all paths

The main identity assumes `hr`, that every modulus is positive. In physical terms, this assumption says that no step factor of any path vanishes, so that a path loses its weight only through the phase constraint.

The proof follows the split made by hand. `hsplit` divides the exact sum into the paths with positive phaseless weight and the rest. `h1` replaces the restored weight of each survivor by its exact weight. `h2` identifies the rest with the paths of weight zero; this holds because a phaseless weight is never negative. Rearranging the split then gives the claim.

```lean
/-- If all moduli are positive, the restored sum equals the exact weighted sum over all paths minus
the exact contribution of the killed paths. -/
theorem restoredSum_eq [Fintype ι] (s : Finset κ) (r θ : ι → κ → ℝ) (O : ι → ℂ)
    (hr : ∀ p, ∀ k ∈ s, 0 < r p k) :
    restoredSum s r θ O = ∑ p, exactWeight s (r p) (θ p) * O p
      - ∑ p with phaselessWeight s (r p) (θ p) = 0, exactWeight s (r p) (θ p) * O p := by
  have hsplit := Finset.sum_filter_add_sum_filter_not Finset.univ
    (fun p => 0 < phaselessWeight s (r p) (θ p)) (fun p => exactWeight s (r p) (θ p) * O p)
  -- on survivors the restored weight is the exact one
  have h1 : restoredSum s r θ O = ∑ p with 0 < phaselessWeight s (r p) (θ p),
      exactWeight s (r p) (θ p) * O p := by
    refine Finset.sum_congr rfl fun p hp => ?_
    rw [restored_weight (r p) ((survives_iff (hr p)).mp (Finset.mem_filter.mp hp).2)]
  -- a path that does not survive has phaseless weight zero
  have h2 : ∑ p with phaselessWeight s (r p) (θ p) = 0, exactWeight s (r p) (θ p) * O p
      = ∑ p with ¬ 0 < phaselessWeight s (r p) (θ p), exactWeight s (r p) (θ p) * O p := by
    refine Finset.sum_congr ?_ fun _ _ => rfl
    ext p
    have h0 : 0 ≤ phaselessWeight s (r p) (θ p) :=
      Finset.prod_nonneg fun k hk => mul_nonneg (hr p k hk).le (le_max_left _ _)
    simp only [Finset.mem_filter, Finset.mem_univ, true_and]
    exact ⟨fun h => by rw [h]; exact lt_irrefl 0, fun h => le_antisymm (not_lt.mp h) h0⟩
  rw [h1, h2]
  exact eq_sub_of_add_eq hsplit
```

The identity concerns unnormalised sums. An expectation value formed as a ratio of two such sums loses the killed paths in both numerator and denominator, and the theorem makes no statement about the resulting error of the ratio. Nor does it describe the statistical noise of a sampled estimate, or population control.

The converse is stated with positive cosines on all paths, which by `survives_iff` means that no path is killed. The quantifier over `O` stands inside the left-hand side of the equivalence, so the left-hand side demands exactness for every complex function on paths, not only for those that come from quantum-mechanical operators. Exactness for a single observable does not in general imply that all cosines are positive.

From left to right, the proof assumes that some cosine on path `p` is not positive and derives `hp`, that the phaseless weight of `p` is zero. It then inserts the observable that detects only `p`. By the main identity, exactness forces the killed contribution to vanish, and for this observable that contribution is the exact weight of `p`. The fact `hne` contradicts this, since neither a positive modulus nor an exponential is zero. From right to left, the sum over killed paths has no terms.

```lean
/-- If all moduli are positive, the restored sum is exact for every path observable if and only if
all cosines are positive on all paths. -/
theorem restoredSum_exact_iff [Fintype ι] (s : Finset κ) (r θ : ι → κ → ℝ)
    (hr : ∀ p, ∀ k ∈ s, 0 < r p k) :
    (∀ O : ι → ℂ, restoredSum s r θ O = ∑ p, exactWeight s (r p) (θ p) * O p)
      ↔ ∀ p, ∀ k ∈ s, 0 < Real.cos (θ p k) := by
  classical
  constructor
  · intro h p
    by_contra hnot
    have h0 : 0 ≤ phaselessWeight s (r p) (θ p) :=
      Finset.prod_nonneg fun k hk => mul_nonneg (hr p k hk).le (le_max_left _ _)
    have hp : phaselessWeight s (r p) (θ p) = 0 :=
      le_antisymm (not_lt.mp fun hpos => hnot ((survives_iff (hr p)).mp hpos)) h0
    -- the observable that detects only the killed path `p`
    have hO := h (fun q => if q = p then 1 else 0)
    rw [restoredSum_eq s r θ _ hr, sub_eq_self] at hO
    simp only [mul_ite, mul_one, mul_zero, Finset.sum_ite_eq', Finset.mem_filter,
      Finset.mem_univ, true_and] at hO
    rw [if_pos hp] at hO
    have hne : exactWeight s (r p) (θ p) ≠ 0 := Finset.prod_ne_zero_iff.mpr fun k hk =>
      mul_ne_zero (Complex.ofReal_ne_zero.mpr (hr p k hk).ne') (Complex.exp_ne_zero _)
    exact hne hO
  · intro h O
    have hk : ∑ p with phaselessWeight s (r p) (θ p) = 0,
        exactWeight s (r p) (θ p) * O p = 0 :=
      Finset.sum_eq_zero fun p hp =>
        absurd (Finset.mem_filter.mp hp).2 ((survives_iff (hr p)).mpr (h p)).ne'
    rw [restoredSum_eq s r θ O hr, hk, sub_zero]
```

## The modulus in Lean

The norm of a product is the product of the norms. At each step the exponential contributes one, and the positive cosine is its own norm, which gives the inverse product of the cosines.

```lean
/-- If all cosines are positive, the modulus of the restoring factor is the inverse of the
product of the cosines. -/
theorem norm_restoringFactor {s : Finset κ} {θ : κ → ℝ} (hc : ∀ k ∈ s, 0 < Real.cos (θ k)) :
    ‖restoringFactor s θ‖ = (∏ k ∈ s, Real.cos (θ k))⁻¹ := by
  rw [restoringFactor, norm_prod, ← Finset.prod_inv_distrib]
  refine Finset.prod_congr rfl fun k hk => ?_
  rw [norm_div, Complex.norm_exp_ofReal_mul_I, Complex.norm_real,
    Real.norm_of_nonneg (hc k hk).le, one_div]
```

The last theorem combines the lower bound with the condition for equality. The bound follows from `hle`, that the product of the cosines is at most one. For the equality, `Finset.mul_prod_erase` separates the cosine at step `k` from the others, and `hrest` bounds the product of those others by one. `linarith` combines the two into $1\le\cos\theta_k$, where the path label is omitted as in the code.

For a surviving path, restoration therefore never reduces the magnitude of the phaseless weight, and it increases that magnitude as soon as one cosine is below one. The restored weights are in general complex again, and those of different paths can then partly cancel in the sum.

```lean
/-- If all cosines are positive, the restoring factor has modulus at least one, with equality
exactly when every cosine equals one. -/
theorem one_le_norm_restoringFactor {s : Finset κ} {θ : κ → ℝ}
    (hc : ∀ k ∈ s, 0 < Real.cos (θ k)) :
    1 ≤ ‖restoringFactor s θ‖ ∧
      (‖restoringFactor s θ‖ = 1 ↔ ∀ k ∈ s, Real.cos (θ k) = 1) := by
  classical
  have hpos : 0 < ∏ k ∈ s, Real.cos (θ k) := Finset.prod_pos hc
  have hle : ∏ k ∈ s, Real.cos (θ k) ≤ 1 :=
    Finset.prod_le_one (fun k hk => (hc k hk).le) fun k _ => Real.cos_le_one _
  rw [norm_restoringFactor hc]
  refine ⟨(one_le_inv₀ hpos).mpr hle, ?_⟩
  rw [inv_eq_one]
  constructor
  · intro h k hk
    -- the remaining cosines multiply to at most one, so this one cannot be below one
    have hrest : ∏ j ∈ s.erase k, Real.cos (θ j) ≤ 1 :=
      Finset.prod_le_one (fun j hj => (hc j (Finset.mem_of_mem_erase hj)).le)
        fun j _ => Real.cos_le_one _
    have hmul := Finset.mul_prod_erase s (fun j => Real.cos (θ j)) hk
    have hbound := mul_le_mul_of_nonneg_left hrest (hc k hk).le
    exact le_antisymm (Real.cos_le_one _) (by linarith)
  · intro h
    exact Finset.prod_eq_one h

end

end PhaselessPathRestoration
```

```lean
#print axioms PhaselessPathRestoration.partial_restoration
#print axioms PhaselessPathRestoration.restoredSum_eq
#print axioms PhaselessPathRestoration.restoredSum_exact_iff
#print axioms PhaselessPathRestoration.one_le_norm_restoringFactor
```

```
'PhaselessPathRestoration.partial_restoration' depends on axioms: [propext, Classical.choice, Quot.sound]
'PhaselessPathRestoration.restoredSum_eq' depends on axioms: [propext, Classical.choice, Quot.sound]
'PhaselessPathRestoration.restoredSum_exact_iff' depends on axioms: [propext, Classical.choice, Quot.sound]
'PhaselessPathRestoration.one_le_norm_restoringFactor' depends on axioms: [propext, Classical.choice, Quot.sound]
```
